# Three-term recurrence for the determinant of a finite Stark Hamiltonian with nearest-neighbour couplings

The lemma concerns a rotor in a field, cut down to finitely many levels, whose Hamiltonian is a real symmetric tridiagonal matrix with field-free energies `d J` on the diagonal and couplings `-w * a J` between levels `J` and `J + 1`. For `n + 2` levels, it states that the determinant equals `d 0` times the determinant without the lowest level, minus `w ^ 2 * a 0 ^ 2` times the determinant without the two lowest. The sequences `d` and `a` and the number `w` are arbitrary reals, and for `n = 0` the last determinant is that of the empty matrix, which is 1. The attempt expands along the first row, where only the first two entries can be nonzero, and then expands the minor of the coupling element down its first column.

The failing Lean file:

```lean
import Mathlib

open Matrix

namespace DetRecurrence

noncomputable section

/-- The Stark Hamiltonian on `n` rotor levels: field-free energies `d J` on the diagonal and
couplings `-w * a J` between the neighbouring levels `J` and `J + 1`. -/
def starkMatrix (d a : ℕ → ℝ) (w : ℝ) (n : ℕ) : Matrix (Fin n) (Fin n) ℝ :=
  Matrix.of fun i j =>
    if i.val = j.val then d i.val
    else if i.val + 1 = j.val then -w * a i.val
    else if j.val + 1 = i.val then -w * a j.val
    else 0

/-- Deleting the lowest level leaves the Stark Hamiltonian of the levels above it. -/
theorem starkMatrix_succ (d a : ℕ → ℝ) (w : ℝ) (n : ℕ) (i j : Fin n) :
    starkMatrix d a w (n + 1) i.succ j.succ
      = starkMatrix (fun J => d (J + 1)) (fun J => a (J + 1)) w n i j := by
  simp [starkMatrix]

/-- Three-term recurrence: the determinant of a chain in terms of the determinants of the
chains without its lowest level and without its two lowest levels. -/
theorem det_recurrence (d a : ℕ → ℝ) (w : ℝ) (n : ℕ) :
    (starkMatrix d a w (n + 2)).det
      = d 0 * (starkMatrix (fun J => d (J + 1)) (fun J => a (J + 1)) w (n + 1)).det
        - w ^ 2 * a 0 ^ 2
          * (starkMatrix (fun J => d (J + 2)) (fun J => a (J + 2)) w n).det := by
  have h00 : starkMatrix d a w (n + 2) 0 0 = d 0 := by simp [starkMatrix]
  have h01 : starkMatrix d a w (n + 2) 0 (Fin.succ 0) = -w * a 0 := by simp [starkMatrix]
  have h10 : starkMatrix d a w (n + 2) (Fin.succ 0) 0 = -w * a 0 := by simp [starkMatrix]
  have hrow : ∀ i : Fin n, starkMatrix d a w (n + 2) 0 i.succ.succ = 0 := by
    intro i
    change (if (0 : ℕ) = i.val + 1 + 1 then _ else if 0 + 1 = i.val + 1 + 1 then _
      else if i.val + 1 + 1 + 1 = 0 then _ else _) = (0 : ℝ)
    rw [if_neg (by omega), if_neg (by omega), if_neg (by omega)]
  have hcol : ∀ i : Fin n, starkMatrix d a w (n + 2) i.succ.succ 0 = 0 := by
    intro i
    change (if i.val + 1 + 1 = 0 then _ else if i.val + 1 + 1 + 1 = 0 then _
      else if 0 + 1 = i.val + 1 + 1 then _ else _) = (0 : ℝ)
    rw [if_neg (by omega), if_neg (by omega), if_neg (by omega)]
  have hA : (starkMatrix d a w (n + 2)).submatrix Fin.succ Fin.succ
      = starkMatrix (fun J => d (J + 1)) (fun J => a (J + 1)) w (n + 1) := by
    ext i j
    exact starkMatrix_succ d a w (n + 1) i j
  -- the minor of the coupling element has a single entry in its first column
  have hB : ((starkMatrix d a w (n + 2)).submatrix Fin.succ (Fin.succ 0).succAbove).det
      = -w * a 0 * (starkMatrix (fun J => d (J + 2)) (fun J => a (J + 2)) w n).det := by
    have hC : ((starkMatrix d a w (n + 2)).submatrix Fin.succ
        (Fin.succ 0).succAbove).submatrix Fin.succ Fin.succ
        = starkMatrix (fun J => d (J + 2)) (fun J => a (J + 2)) w n := by
      ext i j
      simp only [Matrix.submatrix_apply, Fin.succ_succAbove_succ, Fin.succAbove_zero]
      exact (starkMatrix_succ d a w (n + 1) i.succ j.succ).trans
        (starkMatrix_succ _ _ w n i j)
    rw [Matrix.det_succ_column_zero, Fin.sum_univ_succ, Finset.sum_eq_zero]
    · rw [Fin.succAbove_zero, hC, Matrix.submatrix_apply, Fin.succ_succAbove_zero, h10]
      simp
    · intro i _
      rw [Matrix.submatrix_apply, Fin.succ_succAbove_zero, hcol]
      simp
  rw [Matrix.det_succ_row_zero, Fin.sum_univ_succ, Fin.sum_univ_succ, Finset.sum_eq_zero]
  · rw [Fin.succAbove_zero, hA, hB, h00, h01]
    simp
    ring
  · intro i _
    rw [hrow]
    simp

end

end DetRecurrence
```

The compiler's answer:

```
Main.lean:37:41: error: don't know how to synthesize placeholder for argument `t`
context:
d a : ℕ → ℝ
w : ℝ
n : ℕ
h00 : starkMatrix d a w (n + 2) 0 0 = d 0
h01 : starkMatrix d a w (n + 2) 0 (Fin.succ 0) = -w * a 0
h10 : starkMatrix d a w (n + 2) (Fin.succ 0) 0 = -w * a 0
i : Fin n
⊢ ℝ
Main.lean:36:81: error: don't know how to synthesize placeholder for argument `t`
context:
d a : ℕ → ℝ
w : ℝ
n : ℕ
h00 : starkMatrix d a w (n + 2) 0 0 = d 0
h01 : starkMatrix d a w (n + 2) 0 (Fin.succ 0) = -w * a 0
h10 : starkMatrix d a w (n + 2) (Fin.succ 0) 0 = -w * a 0
i : Fin n
⊢ ℝ
Main.lean:36:44: error: don't know how to synthesize placeholder for argument `t`
context:
d a : ℕ → ℝ
w : ℝ
n : ℕ
h00 : starkMatrix d a w (n + 2) 0 0 = d 0
h01 : starkMatrix d a w (n + 2) 0 (Fin.succ 0) = -w * a 0
h10 : starkMatrix d a w (n + 2) (Fin.succ 0) 0 = -w * a 0
i : Fin n
⊢ ℝ
```

Diagnosis. All three messages come from the `change` in `hrow`, which restates a matrix entry as nested `if`s with `_` for the branches. The argument `t` is the `then` branch of an `if`, and Lean found no value for any of the three.

The conditions, such as `0 = i.val + 1 + 1`, are false by computation. Lean can therefore match the expression with the entry by reducing it to the last `else`, without ever comparing the `then` branches. That fits the messages, which leave out the final `_`.

The repair writes out the three `then` branches from the definition of `starkMatrix`, so nothing there is left to infer, and the `rw` with `if_neg` can discard them as planned. Writing the final `_` as `0` only makes explicit a value Lean had not complained about. The `change` in `hcol` has the same pattern and gets the same cure, though no message points to it.

The change, after which it compiles:

```diff
@@ -34,11 +34,13 @@
   have hrow : ∀ i : Fin n, starkMatrix d a w (n + 2) 0 i.succ.succ = 0 := by
     intro i
-    change (if (0 : ℕ) = i.val + 1 + 1 then _ else if 0 + 1 = i.val + 1 + 1 then _
-      else if i.val + 1 + 1 + 1 = 0 then _ else _) = (0 : ℝ)
+    change (if (0 : ℕ) = i.val + 1 + 1 then d 0
+      else if 0 + 1 = i.val + 1 + 1 then -w * a 0
+      else if i.val + 1 + 1 + 1 = 0 then -w * a (i.val + 1 + 1) else 0) = (0 : ℝ)
     rw [if_neg (by omega), if_neg (by omega), if_neg (by omega)]
   have hcol : ∀ i : Fin n, starkMatrix d a w (n + 2) i.succ.succ 0 = 0 := by
     intro i
-    change (if i.val + 1 + 1 = 0 then _ else if i.val + 1 + 1 + 1 = 0 then _
-      else if 0 + 1 = i.val + 1 + 1 then _ else _) = (0 : ℝ)
+    change (if i.val + 1 + 1 = 0 then d (i.val + 1 + 1)
+      else if i.val + 1 + 1 + 1 = 0 then -w * a (i.val + 1 + 1)
+      else if 0 + 1 = i.val + 1 + 1 then -w * a 0 else 0) = (0 : ℝ)
     rw [if_neg (by omega), if_neg (by omega), if_neg (by omega)]
   have hA : (starkMatrix d a w (n + 2)).submatrix Fin.succ Fin.succ
```
